# Separate bottlenecks add like series resistances in a bound on the committor flux of a finite reversible Markov chain

A molecule passing from reactant states $A$ to product states $B$ may meet several bottlenecks on the way. At equilibrium one can count how often it crosses each of them outward. Such a count can exceed the number of successful passages, because a crossing may be followed by a return. The question is what limit several counts place together on the successful passages.

Let the motion be a finite, connected Markov chain with detailed balance. Let $C$ be the flux of passages from $A$ to $B$, and $C_k$ the equilibrium flux out of a set $S_k$ that contains $A$ and is disjoint from $B$. If no allowed transition crosses two of the boundaries, then

$$\sum_k \frac1{C_k}\le\frac1C .$$

For a simulation reduced to such a chain, boundary fluxes therefore give an upper limit on $C$ without the committor being computed. That the reduced molecular motion is Markovian at the chosen time step is a separate assumption.

In Lean 4 with Mathlib:

```lean
import Mathlib

open Finset

namespace BottleneckBounds

noncomputable section

variable {V : Type*} [Fintype V] [DecidableEq V]
```

## The chain and its fluxes

The states form a finite type `V`. The weights $\pi_i>0$ (`π` is not the number) and transition probabilities $P_{ij}$ satisfy $\pi_iP_{ij}=\pi_jP_{ji}$, and allowed steps connect every pair of states. The weights need not sum to 1; for fluxes per time step, divide by $\sum_i\pi_i$.

```lean
/-- A finite connected Markov chain with transition probabilities `P` that obeys detailed balance
with respect to positive equilibrium weights `π`, which need not be normalised. -/
structure IsReversibleChain (π : V → ℝ) (P : V → V → ℝ) : Prop where
  pos : ∀ i, 0 < π i
  nonneg : ∀ i j, 0 ≤ P i j
  row_sum : ∀ i, ∑ j, P i j = 1
  balance : ∀ i j, π i * P i j = π j * P j i
  connected : ∀ i j, Relation.ReflTransGen (fun a b => 0 < P a b) i j
```

The committor $q_i$ is the probability of reaching $B$ before $A$ from state $i$. It enters through its equations, and a solution `q` is taken as given:

$$q=0\text{ on }A,\qquad q=1\text{ on }B,\qquad q_i=\sum_jP_{ij}q_j\text{ elsewhere.}$$

```lean
/-- The committor `q` from `A` to `B`: it is 0 on `A`, 1 on `B`, and elsewhere equals its average
after one step of the chain. -/
structure IsCommittor (P : V → V → ℝ) (A B : Finset V) (q : V → ℝ) : Prop where
  zero : ∀ i ∈ A, q i = 0
  one : ∀ i ∈ B, q i = 1
  harmonic : ∀ i, i ∉ A → i ∉ B → q i = ∑ j, P i j * q j
```

The committor flux, often called the reactive flux, weights each step from $A$ by its chance of success: $C=\sum_{i\in A}\sum_j\pi_iP_{ij}q_j$.

```lean
/-- The committor flux: equilibrium flux out of the states of `A`, weighted by the committor at
the arrival state. -/
def committorFlux (π : V → ℝ) (P : V → V → ℝ) (A : Finset V) (q : V → ℝ) : ℝ :=
  ∑ i ∈ A, ∑ j, π i * P i j * q j
```

The outward flux counts every exit, successful or not: $C_k=\sum_{i\in S_k}\sum_{j\notin S_k}\pi_iP_{ij}$.

```lean
/-- The total one-way equilibrium flux from `S` outward. -/
def cutFlux (π : V → ℝ) (P : V → V → ℝ) (S : Finset V) : ℝ :=
  ∑ i ∈ S, ∑ j ∈ Sᶜ, π i * P i j
```

A step crosses a boundary when exactly one of its ends lies in the set.

```lean
/-- The step from `i` to `j` crosses the boundary of `S`, in either direction. -/
def Crosses (S : Finset V) (i j : V) : Prop := ¬(i ∈ S ↔ j ∈ S)
```

Separate boundaries mean that one time step is too short to carry the system through two bottlenecks. A long lag time can violate this. The condition compares indices, so it also prevents one bottleneck from being counted twice under two labels.

```lean
/-- No allowed transition crosses the boundaries of two different members of the family `S`. -/
def SeparateBoundaries {ι : Type*} (P : V → V → ℝ) (S : ι → Finset V) : Prop :=
  ∀ i j, P i j ≠ 0 → ∀ k l, Crosses (S k) i j → Crosses (S l) i j → k = l
```

## Counting a boundary in both directions

Let $\chi_i$ be 1 for $i\in S$ and 0 otherwise.

```lean
/-- The indicator function of a set of states. -/
def ind (S : Finset V) (i : V) : ℝ := if i ∈ S then 1 else 0
```

Sums over a set become weighted sums over all states, $\sum_{i\in S}f_i=\sum_i\chi_if_i$.

```lean
variable {π : V → ℝ} {P : V → V → ℝ} {A B : Finset V} {q : V → ℝ}

/-- A sum over a set of states is a sum over all states weighted by the indicator. -/
theorem sum_ind (S : Finset V) (f : V → ℝ) : ∑ i ∈ S, f i = ∑ i, ind S i * f i := by
  simp [ind]
```

Relabelling the indices gives $\sum_{ij}(F_{ij}+F_{ji})=2\sum_{ij}F_{ij}$.

```lean
omit [DecidableEq V] in
/-- Adding to each ordered pair its reverse doubles a sum over all pairs of states. -/
theorem sum_symm (F : V → V → ℝ) :
    ∑ i, ∑ j, (F i j + F j i) = 2 * ∑ i, ∑ j, F i j := by
  have e : ∑ i, ∑ j, F j i = ∑ i, ∑ j, F i j := Finset.sum_comm
  simp only [Finset.sum_add_distrib]
  rw [e]
  ring
```

Write $c_{ij}=\pi_iP_{ij}=c_{ji}$. Since $\chi^2=\chi$,

$$(\chi_i-\chi_j)^2=\chi_i(1-\chi_j)+\chi_j(1-\chi_i).$$

Multiplying by $c_{ij}$ and summing gives twice the outward flux. In the proof, `linear_combination` supplies detailed balance and $\chi^2=\chi$.

```lean
/-- In a reversible chain, the equilibrium flux across the boundary of `S`, counted in both
directions, is twice the outward flux. -/
theorem two_mul_cutFlux (h : IsReversibleChain π P) (S : Finset V) :
    ∑ i, ∑ j, π i * P i j * (ind S i - ind S j) ^ 2 = 2 * cutFlux π P S := by
  have hsq : ∀ i, ind S i ^ 2 = ind S i := fun i => by
    by_cases hi : i ∈ S <;> simp [ind, hi]
  have e : cutFlux π P S = ∑ i, ∑ j, ind S i * (1 - ind S j) * (π i * P i j) := by
    unfold cutFlux
    rw [sum_ind S]
    refine Finset.sum_congr rfl fun i _ => ?_
    rw [sum_ind Sᶜ, Finset.mul_sum]
    refine Finset.sum_congr rfl fun j _ => ?_
    have hj : ind Sᶜ j = 1 - ind S j := by
      by_cases h : j ∈ S <;> simp [ind, h]
    rw [hj]
    ring
  rw [e]
  refine Eq.trans ?_ (sum_symm fun i j => ind S i * (1 - ind S j) * (π i * P i j))
  refine Finset.sum_congr rfl fun i _ => Finset.sum_congr rfl fun j _ => ?_
  linear_combination (ind S j * (1 - ind S i)) * h.balance i j
    + π i * P i j * hsq i + π i * P i j * hsq j
```

## Pairing the committor with a trial function

Let $u$ be 0 on $A$ and 1 on $B$. Writing $u_j-u_i=(1-u_i)-(1-u_j)$ and exchanging indices in the second part gives

$$\sum_{ij}c_{ij}(q_j-q_i)(u_j-u_i)=2\sum_i(1-u_i)\sum_jc_{ij}(q_j-q_i).$$

On $B$ the factor $1-u_i$ vanishes. Outside $A\cup B$ the inner sum is $\pi_i(\sum_jP_{ij}q_j-q_i)=0$. On $A$, where $u_i=q_i=0$, the terms add up to $C$. The total is $2C$; `hD` contains the three cases.

```lean
/-- Green identity: for a reversible chain, the committor paired with any function `u` that is
0 on `A` and 1 on `B` gives twice the committor flux. -/
theorem green_identity {u : V → ℝ} (h : IsReversibleChain π P) (hq : IsCommittor P A B q)
    (h0 : ∀ i ∈ A, u i = 0) (h1 : ∀ i ∈ B, u i = 1) :
    ∑ i, ∑ j, π i * P i j * ((q j - q i) * (u j - u i)) = 2 * committorFlux π P A q := by
  -- the weight 1 - u removes B, harmonicity removes the intermediate states
  have hD : ∀ i, ∑ j, (1 - u i) * (π i * P i j * (q j - q i)) =
      ind A i * ∑ j, π i * P i j * q j := by
    intro i
    by_cases hA : i ∈ A
    · simp [ind, hA, h0 i hA, hq.zero i hA]
    · by_cases hB : i ∈ B
      · simp [ind, hA, h1 i hB]
      · have e : ∑ j, (1 - u i) * (π i * P i j * (q j - q i)) =
            (1 - u i) * π i * (∑ j, P i j * q j - (∑ j, P i j) * q i) := by
          rw [Finset.sum_mul, ← Finset.sum_sub_distrib, Finset.mul_sum]
          exact Finset.sum_congr rfl fun j _ => by ring
        rw [e, h.row_sum i, ← hq.harmonic i hA hB]
        simp [ind, hA]
  have hC : committorFlux π P A q = ∑ i, ∑ j, (1 - u i) * (π i * P i j * (q j - q i)) := by
    unfold committorFlux
    rw [sum_ind A]
    exact Finset.sum_congr rfl fun i _ => (hD i).symm
  rw [hC]
  refine Eq.trans ?_ (sum_symm fun i j => (1 - u i) * (π i * P i j * (q j - q i)))
  refine Finset.sum_congr rfl fun i _ => Finset.sum_congr rfl fun j _ => ?_
  linear_combination (-(1 - u j) * (q j - q i)) * h.balance i j
```

With $u=q$ this reads $\sum_{ij}c_{ij}(q_j-q_i)^2=2C$. If $C\le0$, every term vanishes and $q$ is equal at both ends of each allowed transition. Induction along a path from $A$ to $B$ then gives $0=1$. Hence $C>0$ when both sets are nonempty.

```lean
/-- In a connected reversible chain the committor flux between nonempty sets is positive. -/
theorem committorFlux_pos (h : IsReversibleChain π P) (hq : IsCommittor P A B q)
    (hA : A.Nonempty) (hB : B.Nonempty) : 0 < committorFlux π P A q := by
  have hE := green_identity h hq hq.zero hq.one
  have hn : ∀ i j, 0 ≤ π i * P i j * ((q j - q i) * (q j - q i)) := fun i j =>
    mul_nonneg (mul_nonneg (h.pos i).le (h.nonneg i j)) (mul_self_nonneg _)
  by_contra hC
  have h0 : ∑ i, ∑ j, π i * P i j * ((q j - q i) * (q j - q i)) = 0 :=
    le_antisymm (by linarith [not_lt.1 hC])
      (Finset.sum_nonneg fun i _ => Finset.sum_nonneg fun j _ => hn i j)
  -- zero energy forces equal committor values along every allowed transition
  have hedge : ∀ i j, 0 < P i j → q i = q j := by
    intro i j hij
    have a := (Finset.sum_eq_zero_iff_of_nonneg
      (fun i _ => Finset.sum_nonneg fun j _ => hn i j)).1 h0 i (Finset.mem_univ i)
    have b := (Finset.sum_eq_zero_iff_of_nonneg (fun j _ => hn i j)).1 a j (Finset.mem_univ j)
    have d := (mul_eq_zero.1 b).resolve_left (mul_pos (h.pos i) hij).ne'
    linarith [mul_self_eq_zero.1 d]
  have hconst : ∀ i j, Relation.ReflTransGen (fun a b => 0 < P a b) i j → q i = q j := by
    intro i j hr
    induction hr with
    | refl => rfl
    | tail _ hbc ih => exact ih.trans (hedge _ _ hbc)
  obtain ⟨a, ha⟩ := hA
  obtain ⟨b, hb⟩ := hB
  have hab := hconst a b (h.connected a b)
  rw [hq.zero a ha, hq.one b hb] at hab
  exact zero_ne_one hab
```

## One square per transition

Let $\chi^k$ be the indicator of $S_k$ and put $d^k_{ij}=\chi^k_i-\chi^k_j$. Taking $u=1-\chi^k$ above gives

$$\sum_{ij}c_{ij}(q_j-q_i)d^k_{ij}=2C,\qquad \sum_{ij}c_{ij}(d^k_{ij})^2=2C_k .$$

For real numbers $t_k$, therefore,

$$2\sum_k(2t_kC-t_k^2C_k)=\sum_{ij}c_{ij}\sum_k\left[2t_k(q_j-q_i)d^k_{ij}-t_k^2(d^k_{ij})^2\right].$$

On an allowed transition at most one bracket is nonzero, and it equals

$$(q_j-q_i)^2-(q_j-q_i-t_kd^k_{ij})^2\le(q_j-q_i)^2 .$$

Summing over transitions bounds the right side by $2C$, so $\sum_k(2t_kC-t_k^2C_k)\le C$.

The collapse to one bracket is done by Mathlib's `Finset.sum_eq_single`. It replaces a sum by its term at `k`, given a proof that every term with another index is zero. Here that proof is the separation hypothesis `hS`: if `l` were also crossed, it would equal `k`. The square can then be completed for a single boundary by `nlinarith`.

```lean
/-- Variational form of the bound: for a reversible chain and sets containing `A`, disjoint from `B`
and with separate boundaries, all real numbers `t k` satisfy
`∑ k, (2 * t k * C - t k ^ 2 * C_k) ≤ C`, where `C` is the committor flux and `C_k` the outward flux
from `S k`. -/
theorem trial_bound {ι : Type*} [Fintype ι] (h : IsReversibleChain π P)
    (hq : IsCommittor P A B q) {S : ι → Finset V} (hA : ∀ k, A ⊆ S k)
    (hB : ∀ k, Disjoint (S k) B) (hS : SeparateBoundaries P S) (t : ι → ℝ) :
    ∑ k, (2 * t k * committorFlux π P A q - t k ^ 2 * cutFlux π P (S k)) ≤
      committorFlux π P A q := by
  let g : ι → V → V → ℝ := fun k i j => π i * P i j *
    (2 * t k * (q j - q i) * (ind (S k) i - ind (S k) j) - t k ^ 2 * (ind (S k) i - ind (S k) j) ^ 2)
  have hk : ∀ k, ∑ i, ∑ j, g k i j =
      2 * (2 * t k * committorFlux π P A q - t k ^ 2 * cutFlux π P (S k)) := by
    intro k
    have h1 := green_identity (u := fun i => 1 - ind (S k) i) h hq
      (fun i hi => by simp [ind, hA k hi])
      (fun i hi => by simp [ind, Finset.disjoint_right.1 (hB k) hi])
    have e : 2 * (2 * t k * committorFlux π P A q - t k ^ 2 * cutFlux π P (S k)) =
        2 * t k * (2 * committorFlux π P A q) - t k ^ 2 * (2 * cutFlux π P (S k)) := by ring
    rw [e, ← h1, ← two_mul_cutFlux h]
    simp only [g, Finset.mul_sum, ← Finset.sum_sub_distrib]
    exact Finset.sum_congr rfl fun i _ => Finset.sum_congr rfl fun j _ => by ring
  -- each allowed transition meets at most one boundary, where a square is completed
  have hp : ∀ i j, ∑ k, g k i j ≤ π i * P i j * ((q j - q i) * (q j - q i)) := by
    intro i j
    have hc := mul_nonneg (h.pos i).le (h.nonneg i j)
    have hz : ∀ l, ¬Crosses (S l) i j → g l i j = 0 := by
      intro l hl
      have hiff : i ∈ S l ↔ j ∈ S l := not_not.1 hl
      have e : ind (S l) i = ind (S l) j := by simp [ind, hiff]
      simp only [g]
      rw [e]
      ring
    by_cases hP : P i j = 0
    · simp [g, hP]
    by_cases hx : ∃ k, Crosses (S k) i j
    · obtain ⟨k, hk'⟩ := hx
      rw [Finset.sum_eq_single k (fun l _ hl => hz l fun hl' => hl (hS i j hP l k hl' hk'))
        (fun hk0 => absurd (Finset.mem_univ k) hk0)]
      exact mul_le_mul_of_nonneg_left
        (by nlinarith [sq_nonneg (t k * (ind (S k) i - ind (S k) j) - (q j - q i))]) hc
    · rw [Finset.sum_eq_zero fun l _ => hz l fun hl => hx ⟨l, hl⟩]
      exact mul_nonneg hc (mul_self_nonneg _)
  have hsum : 2 * ∑ k, (2 * t k * committorFlux π P A q - t k ^ 2 * cutFlux π P (S k)) =
      ∑ i, ∑ j, ∑ k, g k i j := by
    calc _ = ∑ k, ∑ i, ∑ j, g k i j := by
          rw [Finset.mul_sum]
          exact Finset.sum_congr rfl fun k _ => (hk k).symm
      _ = ∑ i, ∑ k, ∑ j, g k i j := Finset.sum_comm
      _ = _ := Finset.sum_congr rfl fun i _ => Finset.sum_comm
  have hle : ∑ i, ∑ j, ∑ k, g k i j ≤ ∑ i, ∑ j, π i * P i j * ((q j - q i) * (q j - q i)) :=
    Finset.sum_le_sum fun i _ => Finset.sum_le_sum fun j _ => hp i j
  linarith [green_identity h hq hq.zero hq.one]
```

## Choosing the trial numbers

For one set and $t=1$, the inequality reads $2C-C_k\le C$, so $C_k\ge C>0$. The proof uses the one-element index type `Unit`, for which separation is automatic. For the whole family, $t_k=C/C_k$ gives

$$C^2\sum_k\frac1{C_k}\le C,$$

and division by $C^2$ gives the bound.

```lean
/-- Bottleneck bound: in a connected reversible chain with `A` and `B` nonempty, let the sets `S k`
contain `A`, be disjoint from `B`, and have boundaries no two of which are crossed by one allowed
transition. Then every outward flux is positive, and their reciprocals add up to at most that of
the committor flux. -/
theorem bottleneck_bound {ι : Type*} [Fintype ι] (h : IsReversibleChain π P)
    (hq : IsCommittor P A B q) (hAne : A.Nonempty) (hBne : B.Nonempty) {S : ι → Finset V}
    (hA : ∀ k, A ⊆ S k) (hB : ∀ k, Disjoint (S k) B) (hS : SeparateBoundaries P S) :
    (∀ k, 0 < cutFlux π P (S k)) ∧
      ∑ k, 1 / cutFlux π P (S k) ≤ 1 / committorFlux π P A q := by
  have hC := committorFlux_pos h hq hAne hBne
  have hpos : ∀ k, 0 < cutFlux π P (S k) := by
    intro k
    have h1 := trial_bound (ι := Unit) (S := fun _ => S k) h hq (fun _ => hA k) (fun _ => hB k)
      (fun _ _ _ _ _ _ _ => rfl) (fun _ => 1)
    simp only [Finset.univ_unique, Finset.sum_singleton] at h1
    linarith
  refine ⟨hpos, ?_⟩
  -- the optimal trial numbers are the ratios of the fluxes
  have ht := trial_bound h hq hA hB hS
    (fun k => committorFlux π P A q * (1 / cutFlux π P (S k)))
  have e : ∑ k, (2 * (committorFlux π P A q * (1 / cutFlux π P (S k))) * committorFlux π P A q
      - (committorFlux π P A q * (1 / cutFlux π P (S k))) ^ 2 * cutFlux π P (S k)) =
      committorFlux π P A q ^ 2 * ∑ k, 1 / cutFlux π P (S k) := by
    rw [Finset.mul_sum]
    refine Finset.sum_congr rfl fun k _ => ?_
    have hr : 1 / cutFlux π P (S k) * cutFlux π P (S k) = 1 := one_div_mul_cancel (hpos k).ne'
    linear_combination (-(committorFlux π P A q ^ 2 * (1 / cutFlux π P (S k)))) * hr
  rw [e] at ht
  rw [le_div_iff₀ hC]
  exact le_of_mul_le_mul_left (by linarith) hC
```

## Equality in a three-state chain

Take states 0, 1, 2 with steps of probability $1/4$ between neighbours, and waiting otherwise.

```lean
/-- Transition probabilities of a three-state chain with moves between neighbours and waiting. -/
def threeState : Fin 3 → Fin 3 → ℝ := ![![3/4, 1/4, 0], ![1/4, 1/2, 1/4], ![0, 1/4, 3/4]]
```

The sets are $S_0=\{0\}$ and $S_1=\{0,1\}$.

```lean
/-- The two sets of states `{0}` and `{0, 1}`. -/
def threeSets : Fin 2 → Finset (Fin 3) := ![{0}, {0, 1}]
```

With $A=\{0\}$, $B=\{2\}$, $\pi_i=1/3$ and $q=(0,\tfrac12,1)$, the middle state satisfies $\tfrac12=\tfrac14\cdot0+\tfrac12\cdot\tfrac12+\tfrac14\cdot1$. No step joins 0 and 2, so the boundaries are separate.

```lean
/-- The three-state chain with uniform weights, committor `0, 1/2, 1` and the sets `{0}` and
`{0, 1}` meets the conditions of the bottleneck bound for `A = {0}` and `B = {2}`. -/
theorem bottleneck_bound_witness :
    IsReversibleChain (fun _ => 1/3) threeState ∧ IsCommittor threeState {0} {2} ![0, 1/2, 1] ∧
    (∀ k, {0} ⊆ threeSets k) ∧ (∀ k, Disjoint (threeSets k) {2}) ∧
    SeparateBoundaries threeState threeSets := by
  have h1 : ∀ i, 0 < threeState i 1 := by
    intro i
    fin_cases i <;> norm_num [threeState]
  have h2 : ∀ j, 0 < threeState 1 j := by
    intro j
    fin_cases j <;> norm_num [threeState]
  refine ⟨⟨fun _ => by norm_num, ?_, ?_, ?_, fun i j => ?_⟩, ⟨?_, ?_, ?_⟩,
    by unfold threeSets; decide, by unfold threeSets; decide, ?_⟩
  · intro i j
    fin_cases i <;> fin_cases j <;> norm_num [threeState]
  · intro i
    rw [Fin.sum_univ_three]
    fin_cases i
    · show (3/4 : ℝ) + 1/4 + 0 = 1
      norm_num
    · show (1/4 : ℝ) + 1/2 + 1/4 = 1
      norm_num
    · show (0 : ℝ) + 1/4 + 3/4 = 1
      norm_num
  · intro i j
    fin_cases i <;> fin_cases j <;> norm_num [threeState]
  · exact Relation.ReflTransGen.head (b := 1) (h1 i) (Relation.ReflTransGen.single (h2 j))
  · intro i hi
    rw [Finset.mem_singleton.1 hi]
    simp
  · intro i hi
    rw [Finset.mem_singleton.1 hi]
    simp
  · intro i h0 h2
    rw [Fin.sum_univ_three]
    fin_cases i
    · simp at h0
    · show (1/2 : ℝ) = 1/4 * 0 + 1/2 * (1/2) + 1/4 * 1
      norm_num
    · simp at h2
  · have hd : ∀ i j : Fin 3, ¬(i = 0 ∧ j = 2) → ¬(i = 2 ∧ j = 0) → ∀ k l : Fin 2,
        Crosses (threeSets k) i j → Crosses (threeSets l) i j → k = l := by
      unfold threeSets Crosses
      decide
    intro i j hij
    refine hd i j ?_ ?_
    · rintro ⟨rfl, rfl⟩
      exact hij (by simp [threeState])
    · rintro ⟨rfl, rfl⟩
      exact hij (by simp [threeState])
```

The fluxes are $C=\tfrac13\cdot\tfrac14\cdot\tfrac12=\tfrac1{24}$ and $C_0=C_1=\tfrac13\cdot\tfrac14=\tfrac1{12}$. Both sides of the bound equal 24.

```lean
/-- Sharpness: for the three-state chain with uniform weights, committor `0, 1/2, 1` and the sets
`{0}` and `{0, 1}`, the bottleneck bound is an equality. -/
theorem bottleneck_bound_sharp :
    1 / committorFlux (fun _ => 1/3) threeState {0} ![0, 1/2, 1] =
      ∑ k, 1 / cutFlux (fun _ => 1/3) threeState (threeSets k) := by
  have hC : committorFlux (fun _ => 1/3) threeState {0} ![0, 1/2, 1] = 1/24 := by
    rw [committorFlux, Finset.sum_singleton, Fin.sum_univ_three]
    show (1/3 : ℝ) * (3/4) * 0 + 1/3 * (1/4) * (1/2) + 1/3 * 0 * 1 = 1/24
    norm_num
  have c0 : ({0} : Finset (Fin 3))ᶜ = {1, 2} := by decide
  have c1 : ({0, 1} : Finset (Fin 3))ᶜ = {2} := by decide
  have h0 : cutFlux (fun _ => 1/3) threeState {0} = 1/12 := by
    rw [cutFlux, c0, Finset.sum_singleton, Finset.sum_pair (show (1 : Fin 3) ≠ 2 by decide)]
    show (1/3 : ℝ) * (1/4) + 1/3 * 0 = 1/12
    norm_num
  have h1 : cutFlux (fun _ => 1/3) threeState {0, 1} = 1/12 := by
    rw [cutFlux, c1, Finset.sum_pair (show (0 : Fin 3) ≠ 1 by decide), Finset.sum_singleton,
      Finset.sum_singleton]
    show (1/3 : ℝ) * 0 + 1/3 * (1/4) = 1/12
    norm_num
  rw [hC, Fin.sum_univ_two]
  show (1 : ℝ) / (1/24) = 1 / cutFlux (fun _ => 1/3) threeState {0} +
    1 / cutFlux (fun _ => 1/3) threeState {0, 1}
  rw [h0, h1]
  norm_num

end

end BottleneckBounds
```

```lean
#print axioms BottleneckBounds.bottleneck_bound
#print axioms BottleneckBounds.bottleneck_bound_sharp
```

```
'BottleneckBounds.bottleneck_bound' depends on axioms: [propext, Classical.choice, Quot.sound]
'BottleneckBounds.bottleneck_bound_sharp' depends on axioms: [propext, Classical.choice, Quot.sound]
```
